# Dirac-Coulomb doublets approach the first-order spin-orbit splitting at weak coupling

When the spin-orbit term, ξ times the scalar product of the orbital and spin angular momenta in units of ħ, is added at first order to a calculation without it, the d level of one electron in a central field splits by (5/2)ξ. Here ξ is the spin-orbit constant. For one electron in the field of a point nucleus, this step can be compared with the Dirac levels: the ratio of the two splittings tends to 1 as the coupling to the nucleus vanishes.

## The splitting by hand

Let a = Zα be the coupling, with Z the nuclear charge number and α the fine-structure constant. Let n_r be the radial quantum number and k = j + 1/2, with j the total angular momentum. In units of the rest energy, the level is

E = (1 + a²/N²)^(-1/2), N = n_r + s, s = √(k² − a²).

Take a second level, marked by primes, with the same n = n_r + k = n_r' + k', and let |a| be below both k and k'. Since (k − s)(k + s) = a²,

k − s = a²/(k + s).

Hence N = n_r + s = n − (k − s) = n − a²/(k + s), and likewise for N'. The common n cancels in the difference, which leaves

N − N' = a² D, D = 1/(k' + s') − 1/(k + s).

Next, E² = N²/(N² + a²), so

E² − E'² = a² (N² − N'²) / [(N² + a²)(N'² + a²)].

Dividing by E + E' and inserting N − N' gives an exact identity:

E − E' = a⁴ D (N + N') / [(N² + a²)(N'² + a²)(E + E')].

As a → 0, D → (1/k' − 1/k)/2, N and N' → n, and E and E' → 1. Therefore

(E − E')/a⁴ → (1/k' − 1/k)/(2n³).

For orbital angular momentum l ≥ 1, the doublet j = l ± 1/2 has k = l + 1 and k' = l, and the limit is 1/(2n³ l(l+1)). The first-order shift is (ξ/2)[j(j+1) − l(l+1) − 3/4]. For the nonrelativistic orbitals of a point nucleus, and in units of the rest energy,

ξ = a⁴/(2n³ l(l+1/2)(l+1)).

The two shifts differ by (l + 1/2)ξ = a⁴/(2n³ l(l+1)), the same leading term, so the ratio tends to 1. For 3d, ξ = a⁴/810 and the splitting is (5/2)ξ = a⁴/324.

Equal n is essential. The levels (n_r, k) = (1, 1) and (0, 1) have n = 2 and n = 1, and their energies differ by about 3a²/8. Divided by a⁴, this diverges, whereas the formula with k = k' would give 0.

## The levels and the limit in Lean

```lean
import Mathlib

open Filter Topology

namespace DiracCoulombFineStructure

noncomputable section
```

The quantum numbers are naturals and the coupling is a real number. `effN` is N and `energy` is E.

```lean
/-- Effective principal quantum number `N = n_r + √(k² - a²)` of a Dirac-Coulomb level,
for coupling `|a| < k`. -/
def effN (nr k : ℕ) (a : ℝ) : ℝ := nr + √((k : ℝ) ^ 2 - a ^ 2)

/-- Dirac-Coulomb energy `(1 + a²/N²)^(-1/2)` in units of the rest energy,
for coupling `|a| < k`. -/
def energy (nr k : ℕ) (a : ℝ) : ℝ := (√(1 + a ^ 2 / effN nr k a ^ 2))⁻¹
```

The perturbative side is also given by formulas. In `spinOrbitShift`, `j` is real, so it can take half-integer values.

```lean
/-- Perturbative spin-orbit constant `ξ = a⁴ / (2 n³ l (l + 1/2) (l + 1))` in units of the rest
energy, for `1 ≤ l < n`. -/
def xi (n l : ℕ) (a : ℝ) : ℝ :=
  a ^ 4 / (2 * (n : ℝ) ^ 3 * (l * (l + 1 / 2) * (l + 1)))

/-- First-order spin-orbit shift `(ξ/2) (j(j+1) - l(l+1) - 3/4)` of a level with total angular
momentum `j = l ± 1/2`, for `1 ≤ l < n`. -/
def spinOrbitShift (n l : ℕ) (j a : ℝ) : ℝ :=
  xi n l a / 2 * (j * (j + 1) - l * (l + 1) - 3 / 4)
```

Both the Dirac levels and ξ are thus taken as input; neither the Dirac equation nor the radial integral behind ξ is solved here. The model has no nuclear size, recoil or radiative corrections.

The condition |a| < k keeps the square root real and N positive.

```lean
/-- For `|a| < k` the radicand `k² - a²` and the effective quantum number are positive. -/
theorem effN_pos (nr : ℕ) {k : ℕ} {a : ℝ} (h : |a| < k) :
    0 < (k : ℝ) ^ 2 - a ^ 2 ∧ 0 < effN nr k a := by
  have hk : 0 < (k : ℝ) + |a| := by linarith [abs_nonneg a]
  have h2 : 0 < (k : ℝ) ^ 2 - a ^ 2 := by
    nlinarith [mul_pos (sub_pos.2 h) hk, sq_abs a]
  exact ⟨h2, add_pos_of_nonneg_of_pos (Nat.cast_nonneg nr) (Real.sqrt_pos.2 h2)⟩
```

The next lemma is the identity for k − s, obtained by clearing the denominator and using s² = k² − a².

```lean
/-- For `|a| < k` the relativistic quantum defect `k - √(k² - a²)` equals
`a² / (k + √(k² - a²))`. -/
theorem quantum_defect {k : ℕ} {a : ℝ} (h : |a| < k) :
    (k : ℝ) - √((k : ℝ) ^ 2 - a ^ 2) = a ^ 2 / (k + √((k : ℝ) ^ 2 - a ^ 2)) := by
  have h2 := (effN_pos 0 h).1
  have hk : 0 < (k : ℝ) := lt_of_le_of_lt (abs_nonneg a) h
  have hs := Real.sq_sqrt h2.le
  have hp := Real.sqrt_pos.2 h2
  rw [eq_div_iff (add_pos hk hp).ne']
  linear_combination -hs
```

Squaring the energy removes the outer root; positivity selects the correct sign.

```lean
/-- For `|a| < k` the level energy is the positive root of `E² = N² / (N² + a²)`. -/
theorem energy_pos_sq (nr : ℕ) {k : ℕ} {a : ℝ} (h : |a| < k) :
    0 < energy nr k a ∧
      energy nr k a ^ 2 = effN nr k a ^ 2 / (effN nr k a ^ 2 + a ^ 2) := by
  have hN := (effN_pos nr h).2
  have h0 : 0 < 1 + a ^ 2 / effN nr k a ^ 2 := by positivity
  have h1 : 1 + a ^ 2 / effN nr k a ^ 2
      = (effN nr k a ^ 2 + a ^ 2) / effN nr k a ^ 2 := by
    rw [add_div, div_self (pow_ne_zero 2 hN.ne')]
  refine ⟨inv_pos.2 (Real.sqrt_pos.2 h0), ?_⟩
  rw [energy, inv_pow, Real.sq_sqrt h0.le, h1, inv_div]
```

In the exact splitting, `hd` is the formula for N − N', `hsq` the difference of squares, and `hdiff` the division by E + E'.

```lean
/-- Exact splitting of two levels with the same principal quantum number `n_r + k`, for `|a|`
below both `k` and `k'`: a factor `a⁴` separates off without any expansion. -/
theorem energy_sub {nr k nr' k' : ℕ} {a : ℝ} (h : |a| < k) (h' : |a| < k')
    (hn : nr + k = nr' + k') :
    energy nr k a - energy nr' k' a = a ^ 4 *
      ((1 / (k' + √((k' : ℝ) ^ 2 - a ^ 2)) - 1 / (k + √((k : ℝ) ^ 2 - a ^ 2)))
        * (effN nr k a + effN nr' k' a)
        / ((effN nr k a ^ 2 + a ^ 2) * (effN nr' k' a ^ 2 + a ^ 2)
          * (energy nr k a + energy nr' k' a))) := by
  have hnR : (nr : ℝ) + k = nr' + k' := by exact_mod_cast hn
  have hN := (effN_pos nr h).2
  have hN' := (effN_pos nr' h').2
  obtain ⟨hE, hE2⟩ := energy_pos_sq nr h
  obtain ⟨hE', hE2'⟩ := energy_pos_sq nr' h'
  -- the effective quantum numbers differ only by the quantum defects
  have hd : effN nr k a - effN nr' k' a = a ^ 2 *
      (1 / (k' + √((k' : ℝ) ^ 2 - a ^ 2)) - 1 / (k + √((k : ℝ) ^ 2 - a ^ 2))) := by
    unfold effN
    linear_combination quantum_defect h' - quantum_defect h + hnR
  -- difference of the squared energies
  have hsq : energy nr k a ^ 2 - energy nr' k' a ^ 2
      = a ^ 2 * (effN nr k a ^ 2 - effN nr' k' a ^ 2)
        / ((effN nr k a ^ 2 + a ^ 2) * (effN nr' k' a ^ 2 + a ^ 2)) := by
    rw [hE2, hE2', div_sub_div _ _ (by positivity) (by positivity)]
    congr 1
    ring
  have hdiff : energy nr k a - energy nr' k' a
      = (energy nr k a ^ 2 - energy nr' k' a ^ 2) / (energy nr k a + energy nr' k' a) := by
    rw [eq_div_iff (add_pos hE hE').ne']
    ring
  rw [hdiff, hsq, div_div, ← mul_div_assoc]
  congr 1
  linear_combination a ^ 2 * (effN nr k a + effN nr' k' a) * hd
```

Every factor in this identity is positive when k > k' and a ≠ 0, which orders the levels at finite coupling.

```lean
/-- At equal principal quantum number and nonzero coupling `|a| < k'`, the level with the larger
angular number `k > k'` lies strictly higher. -/
theorem energy_lt {nr k nr' k' : ℕ} {a : ℝ} (ha : a ≠ 0) (h' : |a| < k') (hk : k' < k)
    (hn : nr + k = nr' + k') : energy nr' k' a < energy nr k a := by
  have hkR : (k' : ℝ) < k := by exact_mod_cast hk
  have h : |a| < k := h'.trans hkR
  have hk' : 0 < (k' : ℝ) := lt_of_le_of_lt (abs_nonneg a) h'
  have hN := (effN_pos nr h).2
  have hN' := (effN_pos nr' h').2
  have hE := (energy_pos_sq nr h).1
  have hE' := (energy_pos_sq nr' h').1
  have hle : (k' : ℝ) ^ 2 - a ^ 2 ≤ (k : ℝ) ^ 2 - a ^ 2 := by nlinarith
  have hs := Real.sqrt_le_sqrt hle
  have hp := Real.sqrt_pos.2 (effN_pos 0 h').1
  have hX := sub_pos.2 (one_div_lt_one_div_of_lt (add_pos hk' hp) (add_lt_add_of_lt_of_le hkR hs))
  rw [← sub_pos, energy_sub h h' hn]
  exact mul_pos (by positivity) (div_pos (mul_pos hX (add_pos hN hN')) (by positivity))
```

Two limits are needed: s → k, by continuity, and E → 1.

```lean
/-- The relativistic angular factor `√(k² - a²)` tends to `k` as the coupling vanishes. -/
theorem tendsto_angular (k : ℕ) :
    Tendsto (fun a : ℝ => √((k : ℝ) ^ 2 - a ^ 2)) (𝓝[≠] 0) (𝓝 (k : ℝ)) := by
  have hc : Continuous (fun a : ℝ => √((k : ℝ) ^ 2 - a ^ 2)) := by fun_prop
  have h : Tendsto (fun a : ℝ => √((k : ℝ) ^ 2 - a ^ 2)) (𝓝 0)
      (𝓝 (√((k : ℝ) ^ 2 - 0 ^ 2))) := hc.tendsto 0
  have h0 : √((k : ℝ) ^ 2 - 0 ^ 2) = k := by
    rw [zero_pow two_ne_zero, sub_zero, Real.sqrt_sq (Nat.cast_nonneg k)]
  rw [h0] at h
  exact h.mono_left nhdsWithin_le_nhds

/-- For `k ≥ 1` the level energy tends to the rest energy as the coupling vanishes. -/
theorem tendsto_energy (nr : ℕ) {k : ℕ} (hk : 0 < k) :
    Tendsto (energy nr k) (𝓝[≠] 0) (𝓝 1) := by
  have hN := (tendsto_const_nhds (x := (nr : ℝ))).add (tendsto_angular k)
  have hM : (nr : ℝ) + k ≠ 0 := by positivity
  have ha : Tendsto (fun a : ℝ => a ^ 2) (𝓝[≠] 0) (𝓝 (0 ^ 2)) :=
    ((continuous_pow 2).tendsto 0).mono_left nhdsWithin_le_nhds
  have h := ((tendsto_const_nhds (x := (1 : ℝ))).add
    (ha.div (hN.pow 2) (pow_ne_zero 2 hM))).sqrt
  have e : √(1 + 0 ^ 2 / ((nr : ℝ) + k) ^ 2) = 1 := by simp
  rw [e] at h
  have h2 := h.inv₀ one_ne_zero
  rw [inv_one] at h2
  exact h2
```

The filter `𝓝[≠] 0` lets a approach 0 from either side without reaching it, so the quotient 0/0 never enters. The proof below assembles the limit of the regular factor as `hG`, simplifies it with `aux`, and transfers it to the quotient by the exact identity, valid for 0 < |a| < 1.

```lean
/-- Fine-structure law: for two levels with `k, k' ≥ 1` and the same `n = n_r + k`, the splitting
divided by `a⁴` tends to `(1/k' - 1/k) / (2 n³)` as the coupling vanishes. -/
theorem tendsto_splitting {nr k nr' k' : ℕ} (hk : 0 < k) (hk' : 0 < k')
    (hn : nr + k = nr' + k') :
    Tendsto (fun a : ℝ => (energy nr k a - energy nr' k' a) / a ^ 4) (𝓝[≠] 0)
      (𝓝 ((1 / (k' : ℝ) - 1 / k) / (2 * ((nr : ℝ) + k) ^ 3))) := by
  have hnR : (nr : ℝ) + k = nr' + k' := by exact_mod_cast hn
  have hM : 0 < (nr : ℝ) + k := by positivity
  have hs := tendsto_angular k
  have hs' := tendsto_angular k'
  have hN : Tendsto (effN nr k) (𝓝[≠] 0) (𝓝 ((nr : ℝ) + k)) := by
    have := (tendsto_const_nhds (x := (nr : ℝ))).add hs
    exact this
  have hN' : Tendsto (effN nr' k') (𝓝[≠] 0) (𝓝 ((nr : ℝ) + k)) := by
    rw [hnR]
    have := (tendsto_const_nhds (x := (nr' : ℝ))).add hs'
    exact this
  have ha : Tendsto (fun a : ℝ => a ^ 2) (𝓝[≠] 0) (𝓝 (0 ^ 2)) :=
    ((continuous_pow 2).tendsto 0).mono_left nhdsWithin_le_nhds
  have one := tendsto_const_nhds (x := (1 : ℝ)) (f := 𝓝[≠] (0 : ℝ))
  -- limit of the regular factor in the exact splitting
  have hG := (((one.div ((tendsto_const_nhds (x := (k' : ℝ))).add hs') (by positivity)).sub
    (one.div ((tendsto_const_nhds (x := (k : ℝ))).add hs) (by positivity))).mul
    (hN.add hN')).div
    ((((hN.pow 2).add ha).mul ((hN'.pow 2).add ha)).mul
      ((tendsto_energy nr hk).add (tendsto_energy nr' hk'))) (by positivity)
  have aux : ∀ x y M : ℝ, 0 < M →
      (1 / (y + y) - 1 / (x + x)) * (M + M) / ((M ^ 2 + 0 ^ 2) * (M ^ 2 + 0 ^ 2) * (1 + 1))
        = (1 / y - 1 / x) / (2 * M ^ 3) := by
    intro x y M hM
    rw [div_eq_div_iff (by positivity) (by positivity)]
    ring
  rw [aux _ _ _ hM] at hG
  refine hG.congr' ?_
  filter_upwards [self_mem_nhdsWithin,
    mem_nhdsWithin_of_mem_nhds (Metric.ball_mem_nhds (0 : ℝ) one_pos)] with a ha0 hb
  have hb1 : |a| < 1 := by simpa [Real.norm_eq_abs] using hb
  have h1 : (1 : ℝ) ≤ k := by exact_mod_cast hk
  have h1' : (1 : ℝ) ≤ k' := by exact_mod_cast hk'
  exact eq_div_of_mul_eq (pow_ne_zero 4 ha0) ((mul_comm _ _).trans
    (energy_sub (hb1.trans_le h1) (hb1.trans_le h1') hn).symm)
```

For the doublet, `nr` is the radial number of the upper level, the lower one has `nr + 1`, and n = `nr + l + 1`. The equation `hS` shows that the first-order splitting equals the leading term for every a; dividing the previous limit by its nonzero value gives 1.

```lean
/-- For every `l ≥ 1` and `n = n_r + l + 1`, the exact splitting of the doublet `j = l ± 1/2`
divided by its first-order spin-orbit splitting tends to 1 as the coupling vanishes. -/
theorem tendsto_doublet_ratio (nr l : ℕ) (hl : 0 < l) :
    Tendsto (fun a : ℝ => (energy nr (l + 1) a - energy (nr + 1) l a) /
      (spinOrbitShift (nr + l + 1) l (l + 1 / 2) a
        - spinOrbitShift (nr + l + 1) l (l - 1 / 2) a)) (𝓝[≠] 0) (𝓝 1) := by
  have hlR : 0 < (l : ℝ) := by exact_mod_cast hl
  have h := tendsto_splitting (nr := nr) (k := l + 1) (nr' := nr + 1) (k' := l)
    (Nat.succ_pos l) hl (by omega)
  push_cast at h
  have hc : 0 < (1 / (l : ℝ) - 1 / (l + 1)) / (2 * ((nr : ℝ) + (l + 1)) ^ 3) :=
    div_pos (sub_pos.2 (one_div_lt_one_div_of_lt hlR (by linarith))) (by positivity)
  -- the first-order splitting is exactly the leading term
  have hS : ∀ a : ℝ, spinOrbitShift (nr + l + 1) l (l + 1 / 2) a
      - spinOrbitShift (nr + l + 1) l (l - 1 / 2) a
      = a ^ 4 * ((1 / (l : ℝ) - 1 / (l + 1)) / (2 * ((nr : ℝ) + (l + 1)) ^ 3)) := by
    intro a
    unfold spinOrbitShift xi
    push_cast
    rw [← add_assoc (nr : ℝ) (l : ℝ) 1]
    field_simp
    ring
  have h2 := h.div_const ((1 / (l : ℝ) - 1 / (l + 1)) / (2 * ((nr : ℝ) + (l + 1)) ^ 3))
  rw [div_self hc.ne'] at h2
  refine h2.congr fun a => ?_
  rw [hS a, div_div]
```

Setting `nr` = 0 and `l` = 2 gives 3d5/2 as `energy 0 3 a` and 3d3/2 as `energy 1 2 a`. The theorem fixes the limit of the ratio but gives no error bound at a particular nuclear charge.

```lean
/-- For the 3d shell `ξ = a⁴/810`, and the exact splitting of 3d5/2 and 3d3/2 divided by
`(5/2) ξ` tends to 1 as the coupling vanishes. -/
theorem tendsto_3d_ratio :
    (∀ a : ℝ, xi 3 2 a = a ^ 4 / 810) ∧
      Tendsto (fun a : ℝ => (energy 0 3 a - energy 1 2 a) / (5 / 2 * xi 3 2 a))
        (𝓝[≠] 0) (𝓝 1) := by
  refine ⟨fun a => by unfold xi; norm_num,
    (tendsto_doublet_ratio 0 2 two_pos).congr fun a => ?_⟩
  have hS : spinOrbitShift 3 2 ((2 : ℕ) + 1 / 2) a - spinOrbitShift 3 2 ((2 : ℕ) - 1 / 2) a
      = 5 / 2 * xi 3 2 a := by
    unfold spinOrbitShift
    push_cast
    ring
  rw [← hS]

end

end DiracCoulombFineStructure
```

```lean
#print axioms DiracCoulombFineStructure.energy_lt
-- 'DiracCoulombFineStructure.energy_lt' depends on axioms: [propext, Classical.choice, Quot.sound]
#print axioms DiracCoulombFineStructure.tendsto_doublet_ratio
-- 'DiracCoulombFineStructure.tendsto_doublet_ratio' depends on axioms: [propext, Classical.choice, Quot.sound]
#print axioms DiracCoulombFineStructure.tendsto_3d_ratio
-- 'DiracCoulombFineStructure.tendsto_3d_ratio' depends on axioms: [propext, Classical.choice, Quot.sound]
```
